# Anticrossing of heavy-hole and light-hole bands in a two-level Luttinger–Kohn model

## The block, its levels and the two bands

Let q be the confinement value of k_z², the squared wave number along the growth axis of a quantum well, and let s be the squared in-plane wave number. Energies are hole energies, counted positive into the valence band, in units of ħ²/2m₀ with m₀ the free-electron mass. The numbers γ₁, γ₂ and γ are dimensionless band parameters: γ₁ sets the mean curvature, γ₂ the difference between heavy and light holes, and γ the strength of their mixing. The Hamiltonian is

H(s) = [ (γ₁ − 2γ₂)q + (γ₁ + γ₂)s , √3 γ s ; √3 γ s , (γ₁ + 2γ₂)q + (γ₁ − γ₂)s ].

```lean
import Mathlib

open Matrix

namespace LuttingerKohnAnticrossing

noncomputable section

/-- The heavy-hole/light-hole block in the hole-energy convention, with `q` the confinement value
of the squared wave number along the growth axis and `s` the squared in-plane wave number. -/
def holeBlock (γ₁ γ₂ γ q s : ℝ) : Matrix (Fin 2) (Fin 2) ℝ :=
  !![(γ₁ - 2 * γ₂) * q + (γ₁ + γ₂) * s, √3 * γ * s;
     √3 * γ * s, (γ₁ + 2 * γ₂) * q + (γ₁ - γ₂) * s]
```

The first basis state is the heavy hole, the second the light hole. The block is taken as given. It keeps one subband of each kind and gives both the same q, as for infinitely high walls and equal subband index. It has no coupling linear in k_z, and treats the mixing as real and independent of the in-plane direction.

A level is a real number E for which H v = E v has a nonzero solution v. Real vectors suffice because H is real and symmetric.

```lean
/-- `E` is an energy level of `H`: some nonzero state satisfies the eigenvalue equation. -/
def IsLevel (H : Matrix (Fin 2) (Fin 2) ℝ) (E : ℝ) : Prop :=
  ∃ v : Fin 2 → ℝ, v ≠ 0 ∧ H *ᵥ v = E • v
```

With W for half the distance between the bands, set

W(s)² = γ₂²(2q − s)² + 3γ²s², W ≥ 0,
E₋(s) = γ₁(q + s) − W(s),
E₊(s) = γ₁(q + s) + W(s).

In Lean these are `halfGap`, `lowerBand` and `upperBand`.

```lean
/-- Half the energy distance between the two hole bands. -/
def halfGap (γ₂ γ q s : ℝ) : ℝ := √((γ₂ * (2 * q - s)) ^ 2 + 3 * (γ * s) ^ 2)

/-- The lower hole band. -/
def lowerBand (γ₁ γ₂ γ q s : ℝ) : ℝ := γ₁ * (q + s) - halfGap γ₂ γ q s

/-- The upper hole band. -/
def upperBand (γ₁ γ₂ γ q s : ℝ) : ℝ := γ₁ * (q + s) + halfGap γ₂ γ q s
```

The last definition names the point that will turn out to be that of closest approach:

s₀ = 2qγ₂² / (γ₂² + 3γ²).

```lean
/-- The squared in-plane wave number of closest approach of the two bands. -/
def closestPoint (γ₂ γ q : ℝ) : ℝ := 2 * q * γ₂ ^ 2 / (γ₂ ^ 2 + 3 * γ ^ 2)
```

All parameters are real numbers. Conditions on γ₂, γ and q are stated with each result, and γ₁ is never restricted. The formulas also make sense for s < 0, but only s ≥ 0 is physical.

## Problems

**(a)** Show that the square of W is the expression under its root.

The expression is a sum of squares with nonnegative coefficients, so it is nonnegative, and squaring its root returns it. In the Lean proof `positivity` supplies the sign.

```lean
theorem halfGap_sq (γ₂ γ q s : ℝ) :
    halfGap γ₂ γ q s ^ 2 = (γ₂ * (2 * q - s)) ^ 2 + 3 * (γ * s) ^ 2 :=
  Real.sq_sqrt (by positivity)
```

**(b)** Show that the levels of H(s) are exactly E₋(s) and E₊(s).

Write m = γ₁(q + s) and δ = γ₂(2q − s). The diagonal entries are m − δ and m + δ, so

det(H − E) = (m − δ − E)(m + δ − E) − 3γ²s²
= (E − m)² − δ² − 3γ²s²
= (E − m)² − W²
= (E − E₋)(E − E₊).

A nonzero v with (H − E)v = 0 exists exactly when this determinant vanishes, that is, when E is one of the two bands.

In the code, `hdet` is this factorisation, using (a) and (√3)² = 3. The step `key` moves E v to the left-hand side, and `Matrix.exists_mulVec_eq_zero_iff` is the determinant criterion.

```lean
/-- The energy levels of the block are exactly the lower and the upper band. -/
theorem isLevel_iff (γ₁ γ₂ γ q s E : ℝ) :
    IsLevel (holeBlock γ₁ γ₂ γ q s) E ↔
      E = lowerBand γ₁ γ₂ γ q s ∨ E = upperBand γ₁ γ₂ γ q s := by
  have hM : holeBlock γ₁ γ₂ γ q s - E • (1 : Matrix (Fin 2) (Fin 2) ℝ) =
      !![(γ₁ - 2 * γ₂) * q + (γ₁ + γ₂) * s - E, √3 * γ * s;
         √3 * γ * s, (γ₁ + 2 * γ₂) * q + (γ₁ - γ₂) * s - E] := by
    ext i j
    fin_cases i <;> fin_cases j <;> simp [holeBlock]
  -- the characteristic determinant factorises over the two bands
  have hdet : (holeBlock γ₁ γ₂ γ q s - E • (1 : Matrix (Fin 2) (Fin 2) ℝ)).det =
      (E - lowerBand γ₁ γ₂ γ q s) * (E - upperBand γ₁ γ₂ γ q s) := by
    have h3 : (√3 : ℝ) ^ 2 = 3 := Real.sq_sqrt (by norm_num)
    rw [hM, Matrix.det_fin_two_of]
    simp only [lowerBand, upperBand]
    linear_combination halfGap_sq γ₂ γ q s - (γ * s) ^ 2 * h3
  have key : ∀ v : Fin 2 → ℝ, holeBlock γ₁ γ₂ γ q s *ᵥ v = E • v ↔
      (holeBlock γ₁ γ₂ γ q s - E • (1 : Matrix (Fin 2) (Fin 2) ℝ)) *ᵥ v = 0 := by
    intro v
    rw [Matrix.sub_mulVec, Matrix.smul_mulVec, Matrix.one_mulVec, sub_eq_zero]
  unfold IsLevel
  simp only [key]
  rw [Matrix.exists_mulVec_eq_zero_iff, hdet, mul_eq_zero, sub_eq_zero, sub_eq_zero]
```

**(c)** Show that E₋(s) is the smallest level.

By (b) it is a level, and the only other candidate is E₊ = E₋ + 2W ≥ E₋. `IsLeast` says both things: the number belongs to the set of levels, and no member lies below it.

```lean
/-- The lower band is the smallest energy level of the block. -/
theorem lowerBand_isLeast (γ₁ γ₂ γ q s : ℝ) :
    IsLeast {E | IsLevel (holeBlock γ₁ γ₂ γ q s) E} (lowerBand γ₁ γ₂ γ q s) := by
  refine ⟨(isLevel_iff _ _ _ _ _ _).2 (Or.inl rfl), fun E hE => ?_⟩
  have h0 : 0 ≤ halfGap γ₂ γ q s := Real.sqrt_nonneg _
  rcases (isLevel_iff _ _ _ _ _ _).1 hE with h | h
  · exact h.ge
  · rw [h]
    unfold lowerBand upperBand
    linarith
```

**(d)** For γ₂ > 0 and q > 0, find the slopes of both bands in s at s = 0.

At s = 0 we have W = 2γ₂q > 0, so the root can be differentiated there. Differentiating W² gives

(W²)′(0) = −4γ₂²q,
W′(0) = −4γ₂²q / (2 · 2γ₂q) = −γ₂.

The mixing term 3γ²s² contributes nothing at first order. Hence

E₋′(0) = γ₁ + γ₂, E₊′(0) = γ₁ − γ₂.

At s = 0 the lower level is the heavy-hole diagonal entry (γ₁ − 2γ₂)q, so the lower band starts as the heavy-hole band. The slope is taken with respect to the squared wave number, so within this block γ₁ + γ₂ is the inverse in-plane mass of the lower band at s = 0, in units of 1/m₀.

`HasDerivAt` states that the derivative exists and has the given value. In the proof `h1` differentiates W², `hw` passes to the root, and the last line adds the linear term γ₁(q + s).

```lean
/-- At the zone centre of the in-plane motion the lower band has slope `γ₁ + γ₂` and the upper
band slope `γ₁ - γ₂`, as functions of the squared in-plane wave number. -/
theorem band_slopes (γ₁ γ : ℝ) {γ₂ q : ℝ} (hγ₂ : 0 < γ₂) (hq : 0 < q) :
    HasDerivAt (lowerBand γ₁ γ₂ γ q) (γ₁ + γ₂) 0 ∧
      HasDerivAt (upperBand γ₁ γ₂ γ q) (γ₁ - γ₂) 0 := by
  have ha : HasDerivAt (fun s : ℝ => γ₂ * (2 * q - s)) (γ₂ * (-1)) 0 :=
    ((hasDerivAt_id' (0 : ℝ)).const_sub (2 * q)).const_mul γ₂
  have hb : HasDerivAt (fun s : ℝ => γ * s) (γ * 1) 0 :=
    (hasDerivAt_id' (0 : ℝ)).const_mul γ
  have h1 : HasDerivAt
      (fun s : ℝ => γ₂ * (2 * q - s) * (γ₂ * (2 * q - s)) + 3 * (γ * s * (γ * s)))
      (-(4 * γ₂ ^ 2 * q)) 0 :=
    ((ha.fun_mul ha).fun_add ((hb.fun_mul hb).const_mul 3)).congr_deriv (by ring)
  have h0 : γ₂ * (2 * q - 0) * (γ₂ * (2 * q - 0)) + 3 * (γ * 0 * (γ * 0)) =
      (2 * γ₂ * q) ^ 2 := by ring
  have hne : γ₂ * (2 * q - 0) * (γ₂ * (2 * q - 0)) + 3 * (γ * 0 * (γ * 0)) ≠ 0 := by
    rw [h0]
    positivity
  -- the mixing enters only at second order, so half the gap has slope `-γ₂`
  have hw : HasDerivAt (halfGap γ₂ γ q) (-γ₂) 0 := by
    have hfun : halfGap γ₂ γ q = fun s : ℝ =>
        √(γ₂ * (2 * q - s) * (γ₂ * (2 * q - s)) + 3 * (γ * s * (γ * s))) := by
      funext s
      simp only [halfGap, pow_two]
    rw [hfun]
    refine (h1.sqrt hne).congr_deriv ?_
    rw [h0, Real.sqrt_sq (by positivity), div_eq_iff (by positivity)]
    ring
  have hl : HasDerivAt (fun s : ℝ => γ₁ * (q + s)) (γ₁ * 1) 0 :=
    ((hasDerivAt_id' (0 : ℝ)).const_add q).const_mul γ₁
  exact ⟨(hl.fun_sub hw).congr_deriv (by ring), (hl.fun_add hw).congr_deriv (by ring)⟩
```

**(e)** For γ₂ ≠ 0, find where the diagonal entries of H agree.

Their difference, heavy hole minus light hole, is

−4γ₂q + 2γ₂s = 2γ₂(s − 2q),

which vanishes exactly at s = 2q. The Lean indices `0 0` and `1 1` denote the heavy-hole and light-hole entries. The proof cancels γ₂ in one direction and substitutes in the other.

```lean
/-- The two diagonal energies coincide exactly at `s = 2q`. -/
theorem diagonal_crossing (γ₁ γ q s : ℝ) {γ₂ : ℝ} (hγ₂ : γ₂ ≠ 0) :
    holeBlock γ₁ γ₂ γ q s 0 0 = holeBlock γ₁ γ₂ γ q s 1 1 ↔ s = 2 * q := by
  change (γ₁ - 2 * γ₂) * q + (γ₁ + γ₂) * s = (γ₁ + 2 * γ₂) * q + (γ₁ - γ₂) * s ↔ _
  constructor
  · intro h
    have h' : γ₂ * (s - 2 * q) = 0 := by linear_combination h / 2
    linarith [(mul_eq_zero.1 h').resolve_left hγ₂]
  · intro h
    rw [h]
    ring
```

**(f)** For γ₂ ≠ 0, write the squared splitting (E₊ − E₋)² as a parabola in s.

Put D = γ₂² + 3γ², which is positive. Then

(E₊ − E₋)² = 4W²
= 4(Ds² − 4qγ₂²s + 4q²γ₂²)
= 4D(s − s₀)² + 16q²γ₂² − 16q²γ₂⁴/D
= 4D(s − s₀)² + 48q²γ₂²γ²/D.

The last line uses D − γ₂² = 3γ². The formal proof replaces the splitting by 2W, applies (a), and lets `field_simp` and `ring` confirm the completed square.

```lean
/-- The squared splitting is a parabola in `s` with its vertex at the closest point. -/
theorem splitting_sq (γ₁ γ q s : ℝ) {γ₂ : ℝ} (hγ₂ : γ₂ ≠ 0) :
    (upperBand γ₁ γ₂ γ q s - lowerBand γ₁ γ₂ γ q s) ^ 2 =
      48 * q ^ 2 * γ₂ ^ 2 * γ ^ 2 / (γ₂ ^ 2 + 3 * γ ^ 2) +
        4 * (γ₂ ^ 2 + 3 * γ ^ 2) * (s - closestPoint γ₂ γ q) ^ 2 := by
  have hD : γ₂ ^ 2 + 3 * γ ^ 2 ≠ 0 := by positivity
  have h2 : upperBand γ₁ γ₂ γ q s - lowerBand γ₁ γ₂ γ q s = 2 * halfGap γ₂ γ q s := by
    unfold upperBand lowerBand
    ring
  rw [h2, mul_pow, halfGap_sq]
  unfold closestPoint
  field_simp
  ring
```

**(g)** For γ₂, γ, q > 0, show that 0 < s₀ < 2q.

Numerator and denominator of s₀ are positive, which gives the left inequality. The right one is equivalent to γ₂² < γ₂² + 3γ², true because γ > 0. The bands therefore come closest before the diagonal entries cross. `Set.Ioo` is the open interval; the proof clears the denominator and uses qγ² > 0.

```lean
/-- The closest point lies strictly between `s = 0` and the crossing of the diagonals. -/
theorem closestPoint_mem {γ₂ γ q : ℝ} (hγ₂ : 0 < γ₂) (hγ : 0 < γ) (hq : 0 < q) :
    closestPoint γ₂ γ q ∈ Set.Ioo 0 (2 * q) := by
  unfold closestPoint
  refine ⟨by positivity, ?_⟩
  rw [div_lt_iff₀ (by positivity)]
  nlinarith [mul_pos hq (pow_pos hγ 2)]
```

**(h)** For γ₂ ≠ 0, show that the squared splitting equals 48q²γ₂²γ²/D only at s₀, and find its value at s = 2q.

By (f), equality means 4D(s − s₀)² = 0, and D > 0 forces s = s₀. At s = 2q the γ₂ term of W² vanishes, leaving

4W(2q)² = 4 · 3γ² · 4q² = 48γ²q².

The proof follows the same two steps, with (f) for the first and (a) for the second.

```lean
/-- The squared splitting takes the value `48 q² γ₂² γ² / (γ₂² + 3γ²)` only at the closest
point, and at the crossing of the diagonals it equals `48 γ² q²`. -/
theorem splitting_values (γ₁ γ q : ℝ) {γ₂ : ℝ} (hγ₂ : γ₂ ≠ 0) :
    (∀ s, (upperBand γ₁ γ₂ γ q s - lowerBand γ₁ γ₂ γ q s) ^ 2 =
        48 * q ^ 2 * γ₂ ^ 2 * γ ^ 2 / (γ₂ ^ 2 + 3 * γ ^ 2) ↔ s = closestPoint γ₂ γ q) ∧
      (upperBand γ₁ γ₂ γ q (2 * q) - lowerBand γ₁ γ₂ γ q (2 * q)) ^ 2 =
        48 * γ ^ 2 * q ^ 2 := by
  have hD : 4 * (γ₂ ^ 2 + 3 * γ ^ 2) ≠ 0 := by positivity
  constructor
  · intro s
    rw [splitting_sq γ₁ γ q s hγ₂, add_eq_left, mul_eq_zero, or_iff_right hD,
      sq_eq_zero_iff, sub_eq_zero]
  · unfold upperBand lowerBand
    linear_combination 4 * halfGap_sq γ₂ γ q (2 * q)
```

**(i)** For γ₂, γ, q > 0, combine the results: the lower band has slope γ₁ + γ₂ at s = 0, the diagonals cross exactly at s = 2q, and the squared splitting over s ≥ 0 has the positive minimum 48q²γ₂²γ²/(γ₂² + 3γ²).

The first two claims are (d) and (e). For the third, (f) shows that the squared splitting is never below the stated value, and (g) and (h) show that the value is reached at s₀, which lies in the allowed range. It is positive because every factor is.

In Lean, `Set.Ici 0` is the half-line s ≥ 0, and `IsLeast` applied to the image of that half-line says that the minimum is attained.

As a numerical instance take γ₁ = 4 and γ₂ = γ = q = 1. Then

H(s) = [ 2 + 5s , √3 s ; √3 s , 6 + 3s ], 4W² = 16(s − 1/2)² + 12.

The lower band starts at energy 2 with slope 5. The closest approach is at s₀ = 1/2, where the levels are 6 − √3 and 6 + √3, a distance 2√3 apart. At the diagonal crossing s = 2 the levels are 12 − 2√3 and 12 + 2√3, twice as far apart.

A positive minimum splitting requires γ ≠ 0; the sign of γ does not affect it, since only γ² enters. With γ = 0 and the other values unchanged, H is diagonal with entries 2 + 5s and 6 + 3s. Both equal 12 at s = 2, so the minimum splitting is zero and the bands touch.

For quantum-well valence bands, the result gives a closed-form check on a numerical k·p calculation when that calculation is reduced to this single-particle block of two coupled subbands. It also shows that, within the block, the crossing of the diagonal energies does not mark the smallest splitting at equal s.

```lean
/-- Anticrossing of the hole bands: the lower band starts with slope `γ₁ + γ₂`, the diagonal
energies cross at `s = 2q`, and the squared splitting over `s ≥ 0` has a positive minimum
`48 q² γ₂² γ² / (γ₂² + 3γ²)`. -/
theorem hole_band_anticrossing (γ₁ : ℝ) {γ₂ γ q : ℝ} (hγ₂ : 0 < γ₂) (hγ : 0 < γ)
    (hq : 0 < q) :
    HasDerivAt (lowerBand γ₁ γ₂ γ q) (γ₁ + γ₂) 0 ∧
    (∀ s, holeBlock γ₁ γ₂ γ q s 0 0 = holeBlock γ₁ γ₂ γ q s 1 1 ↔ s = 2 * q) ∧
    IsLeast ((fun s => (upperBand γ₁ γ₂ γ q s - lowerBand γ₁ γ₂ γ q s) ^ 2) '' Set.Ici 0)
      (48 * q ^ 2 * γ₂ ^ 2 * γ ^ 2 / (γ₂ ^ 2 + 3 * γ ^ 2)) ∧
    0 < 48 * q ^ 2 * γ₂ ^ 2 * γ ^ 2 / (γ₂ ^ 2 + 3 * γ ^ 2) := by
  refine ⟨(band_slopes γ₁ γ hγ₂ hq).1, fun s => diagonal_crossing γ₁ γ q s hγ₂.ne',
    ⟨?_, ?_⟩, by positivity⟩
  · -- the minimum is attained at the vertex of the parabola
    exact ⟨closestPoint γ₂ γ q, (closestPoint_mem hγ₂ hγ hq).1.le,
      ((splitting_values γ₁ γ q hγ₂.ne').1 _).2 rfl⟩
  · rintro _ ⟨s, _, rfl⟩
    change _ ≤ (upperBand γ₁ γ₂ γ q s - lowerBand γ₁ γ₂ γ q s) ^ 2
    rw [splitting_sq γ₁ γ q s hγ₂.ne']
    exact le_add_of_nonneg_right (by positivity)

end

end LuttingerKohnAnticrossing
```

```lean
#print axioms LuttingerKohnAnticrossing.lowerBand_isLeast
#print axioms LuttingerKohnAnticrossing.hole_band_anticrossing
```

```
'LuttingerKohnAnticrossing.lowerBand_isLeast' depends on axioms: [propext, Classical.choice, Quot.sound]
'LuttingerKohnAnticrossing.hole_band_anticrossing' depends on axioms: [propext, Classical.choice, Quot.sound]
```
